# Hard hexagons on a cylinder three sites around have no phase transition at positive activity

"No transition" is taken here to mean that the logarithm of the grand partition function per row has a limit for an infinitely long strip, and that this limit is a real-analytic function of the activity $z$ for all $z>0$. The strip grows from a given empty row and its far end is left free.

The particles sit on a triangular lattice wrapped into a cylinder of circumference three, and no two neighbouring sites may both be occupied. The activity $z$ is the statistical weight of one adsorbed particle, which depends on the temperature as well as on its chemical potential and binding energy.

## From the exclusion rule to the free energy

Number the sites of a row $0,1,2$, modulo 3. Any two of them are neighbours, so a row is either empty (state $0$) or has one particle on site $i$ (state $i+1$). Site $i$ of a new row touches sites $i$ and $i+1$ of the row before it. A particle on site $j$ therefore blocks sites $j$ and $j-1$ of the next row and leaves only $j+1$ free. Giving each new particle the weight $z$, we get

$$T=\begin{pmatrix}1&z&z&z\\1&0&z&0\\1&0&0&z\\1&z&0&0\end{pmatrix}.$$

**Spectrum.** On vectors $(a,b,b,b)$, $T$ acts as $\begin{pmatrix}1&3z\\1&z\end{pmatrix}$, with trace $1+z$ and determinant $-2z$. On vectors $(0,w)$, where the three components of $w$ sum to zero, it acts as $z$ times a cyclic permutation, with eigenvalues $ze^{\pm2\pi i/3}$. Hence the characteristic polynomial is

$$p(x)=\bigl(x^2-(1+z)x-2z\bigr)\bigl(x^2+zx+z^2\bigr).$$

Let $\lambda=\tfrac12\bigl(1+z+\sqrt{(1+z)^2+8z}\bigr)$. For $z>0$ the square root exceeds $1+z$, so $\lambda>1+z$. The other root of the first factor is $1+z-\lambda<0$, of modulus $\lambda-(1+z)<\lambda$. A root of the second factor satisfies $x^3=z^3$, so its modulus is $z<\lambda$. Finally, $p'(\lambda)=(2\lambda-1-z)(\lambda^2+z\lambda+z^2)>0$, so $\lambda$ is a simple root.

**Partition function.** Let $Z_N(s)$ be the sum over all configurations of $N$ rows placed after row $s$. Then $Z_0(s)=1$ and $Z_{N+1}(s)=\sum_t T_{st}Z_N(t)$. The vector $v=(\lambda-z,1,1,1)$ satisfies $Tv=\lambda v$: the lower rows give $\lambda-z+z=\lambda$, and the first gives $\lambda+2z=\lambda^2-z\lambda=\lambda(\lambda-z)$. Since $\lambda-z>1$, we have $1\le v_s\le\lambda-z$ for every $s$. The entries of $T$ are non-negative, so applying $T$ to these inequalities $N$ times preserves them:

$$Z_N(s)\le\lambda^N v_s\le(\lambda-z)\,Z_N(s).$$

At $s=0$ this reads $\lambda^N\le Z_N(0)\le\lambda^N(\lambda-z)$. Taking logarithms and dividing by $N\ge1$,

$$\log\lambda\le\frac{\log Z_N(0)}N\le\log\lambda+\frac{\log(\lambda-z)}N,$$

so the limit is $\log\lambda$. It is analytic because $(1+z)^2+8z$ and $\lambda$ are both positive.

**Dilute and dense limits.** As $z\to0$, $\lambda=1+3z+O(z^2)$, the result for three independent sites per row. As $z\to\infty$, $\lambda=z+3+O(1/z)$, while two other eigenvalues have modulus $z$. The ratio of moduli tends to one, but reaches it at no finite activity.

For lattice-gas simulations of adsorbates with pure nearest-neighbour exclusion, this means that the coverage of an infinitely long strip of this width is a smooth function of the activity, with no jump or kink at any $z>0$. The hard-hexagon model on the full two-dimensional lattice does have an ordering transition, and a strip of fixed width says nothing against it.

## Rows, weights and the partition function in Lean

```lean
import Mathlib

open Matrix Polynomial Filter Topology

namespace HardHexagonStrip

noncomputable section
```

The four row states are the elements of `Fin 4`, and the sites are the elements of `Fin 3`, whose addition is cyclic.

```lean
/-- Occupation of the three sites of a row: state `0` is the empty row, and state `i + 1`
has a single particle, on site `i`. -/
def occupied (s : Fin 4) (i : Fin 3) : Bool := decide (s = i.succ)
```

The exclusion rule between rows fixes the orientation of the lattice: `s` is the earlier row and `t` the later one.

```lean
/-- Exclusion between consecutive rows `s` and `t` of the triangular lattice: site `i` of `t`
touches the sites `i` and `i + 1` of `s`, and touching sites are not both occupied. -/
def compatible (s t : Fin 4) : Bool :=
  decide (∀ i : Fin 3, ¬(occupied t i = true ∧
    (occupied s i = true ∨ occupied s (i + 1) = true)))

/-- Number of particles in a row. -/
def particles (t : Fin 4) : ℕ := (Finset.univ.filter fun i => occupied t i = true).card
```

The matrix is defined from the rule and the particle count, so its explicit form remains to be proved.

```lean
/-- Transfer matrix at activity `z`: a compatible next row `t` has weight `z` to the number of
its particles, an incompatible one has weight zero. -/
def transfer (z : ℝ) : Matrix (Fin 4) (Fin 4) ℝ :=
  Matrix.of fun s t => if compatible s t = true then z ^ particles t else 0
```

The next two definitions are $\lambda$ and the unnormalised eigenvector $v$.

```lean
/-- The larger root of `x² - (1 + z) x - 2 z`, for activity `z > 0`. -/
def perronRoot (z : ℝ) : ℝ := (1 + z + √((1 + z) ^ 2 + 8 * z)) / 2

/-- A vector with equal entries on the three singly occupied rows. -/
def perronVector (z : ℝ) : Fin 4 → ℝ := ![perronRoot z - z, 1, 1, 1]
```

`partitionFunction z N s` is $Z_N(s)$. The sum runs over all sequences `σ` of `N` states, and forbidden sequences contribute zero. `Fin.cons s σ` puts the given row in front, so each factor links a row to its predecessor. The given row itself carries no weight.

```lean
/-- Grand partition function of `N` successive rows placed after a given row `s`, as a sum over
all configurations of these rows. -/
def partitionFunction (z : ℝ) (N : ℕ) (s : Fin 4) : ℝ :=
  ∑ σ : Fin N → Fin 4, ∏ i : Fin N,
    transfer z ((Fin.cons s σ : Fin (N + 1) → Fin 4) i.castSucc) (σ i)
```

## The matrix and its characteristic polynomial

The first theorem checks the encoding: an occupation pattern of the periodic row obeys the exclusion rule exactly when it is one of the four states. `decide` runs through all the patterns.

```lean
/-- The four states are exactly the occupations of a periodic row of three sites in which no
two neighbouring sites are both occupied. -/
theorem admissible_rows : ∀ r : Fin 3 → Bool,
    (∀ i, ¬(r i = true ∧ r (i + 1) = true)) ↔ ∃ s, occupied s = r := by
  decide
```

The explicit matrix follows from finite tables of compatible pairs and particle numbers, after which the sixteen entries are compared.

```lean
/-- The exclusion rule gives a first row `(1, z, z, z)` and, below it, a column of ones next to
`z` times a cyclic permutation matrix. -/
theorem transfer_eq (z : ℝ) :
    transfer z = !![1, z, z, z; 1, 0, z, 0; 1, 0, 0, z; 1, z, 0, 0] := by
  have hc : ∀ s t, compatible s t = (decide (s = 0) || decide (t = 0) ||
      decide (s = 1 ∧ t = 2) || decide (s = 2 ∧ t = 3) || decide (s = 3 ∧ t = 1)) := by
    decide
  have hp : ∀ t, particles t = if t = 0 then 0 else 1 := by decide
  ext s t
  fin_cases s <;> fin_cases t <;> simp [transfer, hc, hp]
```

The factorisation holds for every real $z$. Where the hand derivation used symmetry, the proof expands the determinant of $xI-T$ along its first row and lets `ring` compare the polynomials.

```lean
/-- The characteristic polynomial of the transfer matrix splits into two quadratic factors. -/
theorem charpoly_transfer (z : ℝ) : (transfer z).charpoly =
    (X ^ 2 - C (1 + z) * X - C (2 * z)) * (X ^ 2 + C z * X + C (z ^ 2)) := by
  have h : (transfer z).charmatrix =
      !![X - 1, -C z, -C z, -C z; -1, X, -C z, 0; -1, 0, X, -C z; -1, -C z, 0, X] := by
    rw [transfer_eq]
    refine Matrix.ext fun i j => ?_
    fin_cases i <;> fin_cases j <;> simp
  have h2 : (C (2 : ℝ) : ℝ[X]) = 2 := map_ofNat C 2
  rw [Matrix.charpoly, h, Matrix.det_succ_row_zero]
  simp only [C_add, C_mul, C_pow, C_1, h2]
  simp [Fin.sum_univ_succ, Matrix.det_fin_three, Fin.succAbove]
  ring
```

## The dominant eigenvalue

The quadratic equation for $\lambda$ and the bound $\lambda>1+z$ carry the later estimates.

```lean
/-- For `z > 0` the number `perronRoot z` solves `x² = (1 + z) x + 2 z` and exceeds `1 + z`. -/
theorem perronRoot_spec {z : ℝ} (hz : 0 < z) :
    perronRoot z ^ 2 = (1 + z) * perronRoot z + 2 * z ∧ 1 + z < perronRoot z := by
  have h : √((1 + z) ^ 2 + 8 * z) ^ 2 = (1 + z) ^ 2 + 8 * z := Real.sq_sqrt (by positivity)
  have h' : 1 + z < √((1 + z) ^ 2 + 8 * z) := Real.lt_sqrt_of_sq_lt (by linarith)
  unfold perronRoot
  exact ⟨by linear_combination h / 4, by linarith⟩
```

The next theorem states that $\lambda$ is positive, is a root of the characteristic polynomial, has non-zero derivative there (so is simple), and strictly exceeds the modulus of every other complex root. The last part splits on which quadratic factor vanishes, as above: one case identifies the root $1+z-\lambda$, the other uses $x^3=z^3$.

```lean
/-- For `z > 0` the transfer matrix has a positive simple eigenvalue that strictly exceeds every
other complex eigenvalue in modulus. -/
theorem dominant_eigenvalue {z : ℝ} (hz : 0 < z) :
    0 < perronRoot z ∧ (transfer z).charpoly.eval (perronRoot z) = 0 ∧
    (derivative (transfer z).charpoly).eval (perronRoot z) ≠ 0 ∧
    ∀ x : ℂ, aeval x (transfer z).charpoly = 0 → x ≠ (perronRoot z : ℂ) →
      ‖x‖ < perronRoot z := by
  obtain ⟨hsq, hgt⟩ := perronRoot_spec hz
  have hpos : 0 < perronRoot z := by linarith
  rw [charpoly_transfer]
  refine ⟨hpos, ?_, ?_, ?_⟩
  · simp only [eval_mul, eval_add, eval_sub, eval_pow, eval_X, eval_C]
    linear_combination (perronRoot z ^ 2 + z * perronRoot z + z ^ 2) * hsq
  · -- at the root only the derivative of the first factor contributes
    have hd : (derivative ((X ^ 2 - C (1 + z) * X - C (2 * z)) *
        (X ^ 2 + C z * X + C (z ^ 2)))).eval (perronRoot z) =
        (2 * perronRoot z - (1 + z)) * (perronRoot z ^ 2 + z * perronRoot z + z ^ 2) := by
      simp only [derivative_mul, derivative_add, derivative_sub, derivative_X_pow,
        derivative_C, derivative_X, eval_add, eval_sub, eval_mul, eval_pow, eval_X, eval_C,
        eval_zero, eval_one, Nat.cast_ofNat, Nat.reduceSub, pow_one]
      linear_combination (2 * perronRoot z + z) * hsq
    rw [hd]
    have h1 : 0 < 2 * perronRoot z - (1 + z) := by linarith
    positivity
  · intro x hx hne
    have hx' : (x ^ 2 - (1 + (z : ℂ)) * x - 2 * z) * (x ^ 2 + z * x + (z : ℂ) ^ 2) = 0 := by
      simpa using hx
    have hc : (perronRoot z : ℂ) ^ 2 = (1 + z) * perronRoot z + 2 * z := by
      exact_mod_cast hsq
    rcases mul_eq_zero.mp hx' with h | h
    · -- the other root of the first factor is `1 + z - perronRoot z`
      have hf : (x - perronRoot z) * (x - (1 + z - perronRoot z)) = 0 := by
        linear_combination h - hc
      have hr : x = ((1 + z - perronRoot z : ℝ) : ℂ) := by
        push_cast
        exact sub_eq_zero.mp ((mul_eq_zero.mp hf).resolve_left (sub_ne_zero.mpr hne))
      rw [hr, Complex.norm_real, Real.norm_eq_abs, abs_lt]
      constructor <;> linarith
    · -- roots of the second factor are cube roots of `z³`
      have h3 : x ^ 3 = (z : ℂ) ^ 3 := by linear_combination (x - z) * h
      have hn : ‖x‖ ^ 3 = z ^ 3 := by
        rw [← norm_pow, h3, norm_pow, Complex.norm_real, Real.norm_eq_abs, abs_of_pos hz]
      by_contra hcon
      have hlt : z < ‖x‖ := by linarith [not_lt.mp hcon]
      have := pow_lt_pow_left₀ hlt hz.le (by norm_num : 3 ≠ 0)
      linarith
```

## Bounds on the partition function

The eigenvector equation is checked entry by entry. Only the first entry needs the quadratic equation.

```lean
/-- For `z > 0` the vector `perronVector z` is an eigenvector of the transfer matrix with
eigenvalue `perronRoot z`. -/
theorem transfer_mulVec_perronVector {z : ℝ} (hz : 0 < z) :
    transfer z *ᵥ perronVector z = perronRoot z • perronVector z := by
  have hsq := (perronRoot_spec hz).1
  rw [transfer_eq]
  ext s
  fin_cases s <;> simp [Matrix.mulVec, dotProduct, Fin.sum_univ_succ, perronVector]
  linear_combination -hsq
```

The recursion for $Z_N$ comes from splitting a sequence of $N+1$ rows into its first row and the rest.

```lean
/-- Summing over the first added row lengthens the strip by one application of the transfer
matrix. -/
theorem partitionFunction_succ (z : ℝ) (N : ℕ) (s : Fin 4) :
    partitionFunction z (N + 1) s = ∑ t, transfer z s t * partitionFunction z N t := by
  unfold partitionFunction
  rw [← (Fin.consEquiv (fun _ : Fin (N + 1) => Fin 4)).sum_comp, Fintype.sum_prod_type]
  refine Finset.sum_congr rfl fun t _ => ?_
  rw [Finset.mul_sum]
  refine Finset.sum_congr rfl fun σ _ => ?_
  rw [Fin.prod_univ_succ]
  rfl
```

In the proof of the bounds, `key` is the two-sided comparison with $v$ for every starting row, obtained by induction on `N`. The theorem records the case of an empty starting row.

```lean
/-- For `z > 0` the partition function of `N` rows after an empty row lies between two constant
multiples of the `N`-th power of `perronRoot z`. -/
theorem partitionFunction_bounds {z : ℝ} (hz : 0 < z) (N : ℕ) :
    perronRoot z ^ N ≤ partitionFunction z N 0 ∧
    partitionFunction z N 0 ≤ perronRoot z ^ N * (perronRoot z - z) := by
  have hgt := (perronRoot_spec hz).2
  have hv : ∀ s, 1 ≤ perronVector z s ∧ perronVector z s ≤ perronRoot z - z := by
    intro s
    fin_cases s <;> simp [perronVector] <;> linarith
  have hT : ∀ s t, 0 ≤ transfer z s t := by
    intro s t
    simp only [transfer, Matrix.of_apply]
    split_ifs <;> positivity
  -- compare with the positive eigenvector, row by row
  have key : ∀ s, perronRoot z ^ N * perronVector z s ≤
      (perronRoot z - z) * partitionFunction z N s ∧
      partitionFunction z N s ≤ perronRoot z ^ N * perronVector z s := by
    induction N with
    | zero =>
      intro s
      have h1 : partitionFunction z 0 s = 1 := by simp [partitionFunction]
      rw [h1, pow_zero, one_mul, mul_one]
      exact ⟨(hv s).2, (hv s).1⟩
    | succ N ih =>
      intro s
      have he := congrFun (transfer_mulVec_perronVector hz) s
      simp only [Matrix.mulVec, dotProduct, Pi.smul_apply, smul_eq_mul] at he
      have hs : perronRoot z ^ (N + 1) * perronVector z s =
          ∑ t, transfer z s t * (perronRoot z ^ N * perronVector z t) := by
        rw [pow_succ, mul_assoc, ← he, Finset.mul_sum]
        exact Finset.sum_congr rfl fun t _ => by ring
      rw [partitionFunction_succ, hs, Finset.mul_sum]
      constructor
      · refine Finset.sum_le_sum fun t _ => ?_
        have := mul_le_mul_of_nonneg_left (ih t).1 (hT s t)
        linarith
      · exact Finset.sum_le_sum fun t _ => mul_le_mul_of_nonneg_left (ih t).2 (hT s t)
  have h0 : perronVector z 0 = perronRoot z - z := rfl
  have hk := key 0
  rw [h0] at hk
  refine ⟨?_, hk.2⟩
  have ha : 0 < perronRoot z - z := by linarith
  exact le_of_mul_le_mul_left (by linarith [hk.1]) ha
```

## The limit and its analyticity

The final theorem has two parts: convergence to $\log\lambda$ at each $z>0$, and analyticity of $\log\lambda$ on the open half-line. The first squeezes the sequence between the bounds derived above. The second writes the square root as $\exp(\tfrac12\log(\cdot))$ near each positive $z$ and composes analytic functions. The theorem concerns a strip started from an empty row; a strip closed into a ring along its length is not treated.

```lean
/-- No phase transition on the strip: for every `z > 0` the logarithm of the partition function per
row, for rows placed after an empty row, converges to `log (perronRoot z)`, and this limit is
real-analytic on `z > 0`. -/
theorem no_transition :
    (∀ z : ℝ, 0 < z → Tendsto (fun N : ℕ => Real.log (partitionFunction z N 0) / N) atTop
      (𝓝 (Real.log (perronRoot z)))) ∧
    AnalyticOnNhd ℝ (fun z => Real.log (perronRoot z)) (Set.Ioi 0) := by
  constructor
  · intro z hz
    have hgt := (perronRoot_spec hz).2
    have hpos : 0 < perronRoot z := by linarith
    have ha : 0 < perronRoot z - z := by linarith
    have hup : Tendsto (fun N : ℕ => Real.log (perronRoot z) +
        Real.log (perronRoot z - z) / N) atTop (𝓝 (Real.log (perronRoot z))) := by
      simpa only [add_zero] using (tendsto_const_nhds (x := Real.log (perronRoot z))).add
        (tendsto_const_div_atTop_nhds_zero_nat (Real.log (perronRoot z - z)))
    refine tendsto_of_tendsto_of_tendsto_of_le_of_le' tendsto_const_nhds hup ?_ ?_
    all_goals
      filter_upwards [eventually_gt_atTop 0] with N hN
      have hN' : (0 : ℝ) < N := by exact_mod_cast hN
      obtain ⟨hl, hu⟩ := partitionFunction_bounds hz N
      have hp : 0 < perronRoot z ^ N := pow_pos hpos N
    · rw [le_div_iff₀ hN']
      have := Real.log_le_log hp hl
      rw [Real.log_pow] at this
      linarith
    · have := Real.log_le_log (hp.trans_le hl) hu
      rw [Real.log_mul hp.ne' ha.ne', Real.log_pow] at this
      rw [div_le_iff₀ hN', add_mul, div_mul_cancel₀ _ hN'.ne']
      linarith
  · intro z hz
    have hz' : 0 < z := hz
    have hpos : 0 < perronRoot z := by linarith [(perronRoot_spec hz').2]
    -- near `z` the square root is an exponential of half a logarithm
    have hd : AnalyticAt ℝ (fun y : ℝ => (1 + y) ^ 2 + 8 * y) z := by fun_prop
    have hlog : AnalyticAt ℝ (fun y : ℝ => Real.log ((1 + y) ^ 2 + 8 * y)) z :=
      hd.log (by positivity)
    have hexp : AnalyticAt ℝ
        (fun y : ℝ => Real.exp (Real.log ((1 + y) ^ 2 + 8 * y) * (1 / 2))) z :=
      (hlog.mul analyticAt_const).rexp
    have hsqrt : AnalyticAt ℝ (fun y : ℝ => √((1 + y) ^ 2 + 8 * y)) z := by
      refine hexp.congr ?_
      filter_upwards [Ioi_mem_nhds hz'] with y hy
      have hy' : 0 < y := hy
      rw [Real.sqrt_eq_rpow, Real.rpow_def_of_pos (by positivity)]
    have hroot : AnalyticAt ℝ perronRoot z := by
      have h1 : AnalyticAt ℝ (fun y : ℝ => 1 + y) z := by fun_prop
      exact (h1.add hsqrt).div analyticAt_const (by norm_num)
    exact hroot.log hpos

end

end HardHexagonStrip
```

```lean
#print axioms HardHexagonStrip.admissible_rows
#print axioms HardHexagonStrip.dominant_eigenvalue
#print axioms HardHexagonStrip.no_transition
```

```
'HardHexagonStrip.admissible_rows' depends on axioms: [propext, Classical.choice, Quot.sound]
'HardHexagonStrip.dominant_eigenvalue' depends on axioms: [propext, Classical.choice, Quot.sound]
'HardHexagonStrip.no_transition' depends on axioms: [propext, Classical.choice, Quot.sound]
```
